# A finite matrix satisfying W†W = 1 has operator norm at most one

Let W be a complex square matrix, indexed by a finite set, with W†W = 1, as for a unitary evolution or a change of orthonormal basis in a finite-dimensional state space. The lemma says that its operator norm, taken with respect to the usual Euclidean length of vectors, is at most one, so W lengthens no state vector, normalised or not. The index set may be empty, and no Hamiltonian or particular dynamics is assumed. The proof uses the identity ‖A†A‖ = ‖A‖² twice: with A = W it gives ‖1‖ = ‖W‖², and with A = 1 it gives ‖1‖ = ‖1‖². The attempt then leaves it to `nlinarith` to deduce ‖W‖ ≤ 1 from these two equations.

The failing Lean file:

```lean
import Mathlib

open Matrix Complex Filter
open scoped Matrix.Norms.L2Operator ComplexOrder

namespace ImplicitEulerPropagator

noncomputable section

variable {d : Type*} [Fintype d] [DecidableEq d]

/-- A matrix `W` with `W†W = 1` has operator norm at most one. -/
theorem norm_le_one_of_isometry {W : Matrix d d ℂ} (hW : Wᴴ * W = 1) : ‖W‖ ≤ 1 := by
  have h1 : ‖Wᴴ * W‖ = ‖W‖ * ‖W‖ := CStarRing.norm_star_mul_self
  have h2 : ‖(1 : Matrix d d ℂ)ᴴ * 1‖ = ‖(1 : Matrix d d ℂ)‖ * ‖(1 : Matrix d d ℂ)‖ :=
    CStarRing.norm_star_mul_self
  rw [hW] at h1
  rw [conjTranspose_one, one_mul] at h2
  nlinarith [norm_nonneg W, norm_nonneg (1 : Matrix d d ℂ)]

end

end ImplicitEulerPropagator
```

The compiler's answer:

```
Main.lean:19:2: error: linarith failed to find a contradiction
d : Type u_1
inst✝¹ : Fintype d
inst✝ : DecidableEq d
W : Matrix d d ℂ
hW : Wᴴ * W = 1
h1 : ‖1‖ = ‖W‖ * ‖W‖
h2 : ‖1‖ = ‖1‖ * ‖1‖
a✝ : 1 < ‖W‖
⊢ False
failed
```

After these edits no error is left:

```diff
@@ -17,5 +17,7 @@
   rw [hW] at h1
   rw [conjTranspose_one, one_mul] at h2
-  nlinarith [norm_nonneg W, norm_nonneg (1 : Matrix d d ℂ)]
+  have a1 : ∀ x : ℝ, x = x * x → x ≤ 1 := fun x h => by nlinarith
+  have a2 : ∀ x : ℝ, x * x ≤ 1 → x ≤ 1 := fun x h => by nlinarith
+  exact a2 _ (h1.symm.le.trans (a1 _ h2))
 
 end
```

The message says that `nlinarith` found no contradiction after assuming `1 < ‖W‖`. The facts it had do suffice: `h1` and the assumption give ‖1‖ > 1, and then ‖1‖² > ‖1‖, against `h2`.

The difficulty is that this argument has two nonlinear steps. `nlinarith` multiplies pairs of facts it already has, then looks for a linear contradiction. Here the inequality ‖1‖ > 1 must first be derived and then used in a further product, and the two nonnegativity hints do not supply it.

The repair separates the steps. `a1` shows that a real x with x = x² is at most one, and `a2` that x² ≤ 1 implies x ≤ 1. In each, `nlinarith` need only square the assumed inequality x > 1, in the form (x − 1)² > 0, and the rest is linear. The last line applies `a1` to `h2` to get ‖1‖ ≤ 1, combines this with `h1` to get ‖W‖² ≤ 1, and finishes with `a2`.
